# Squared moduli of the retarded dipole–dipole coupling components sum to $2(3+k^2R^2+k^4R^4)/R^6$

For a unit vector $n$, a distance $R>0$, a real wavenumber $k$ and $x=kR$, the tensor

$$V_{ij}=\frac{e^{ix}}{R^3}\Big[(\delta_{ij}-3n_in_j)(1-ix)-x^2(\delta_{ij}-n_in_j)\Big]$$

satisfies $\sum_{ij}|V_{ij}|^2=2(3+x^2+x^4)/R^6$. Averaging the squared coupling of two unit dipoles over independent isotropic orientations gives one ninth of this sum.

```lean
import Mathlib

open Filter Topology

namespace RetardedEnergyTransfer

noncomputable section

/-- The near-zone dipole tensor `δ_ij - 3 n_i n_j`. -/
def nearTensor (n : Fin 3 → ℝ) (i j : Fin 3) : ℝ :=
  (if i = j then 1 else 0) - 3 * n i * n j

/-- The transverse tensor `δ_ij - n_i n_j`. -/
def transverseTensor (n : Fin 3 → ℝ) (i j : Fin 3) : ℝ :=
  (if i = j then 1 else 0) - n i * n j

/-- The retarded dipole-dipole coupling tensor at wavenumber `k`, distance `R` and
direction `n`, in units where the electrostatic prefactor is one. -/
def coupling (n : Fin 3 → ℝ) (k R : ℝ) (i j : Fin 3) : ℂ :=
  Complex.exp (((k * R : ℝ) : ℂ) * Complex.I) *
    ((nearTensor n i j : ℂ) * (1 - Complex.I * ((k * R : ℝ) : ℂ))
      - ((k * R : ℝ) : ℂ) ^ 2 * (transverseTensor n i j : ℂ)) / (R : ℂ) ^ 3

/-- The total coupling strength: the sum of `|V_ij|²` over all Cartesian components. -/
def totalStrength (n : Fin 3 → ℝ) (k R : ℝ) : ℝ :=
  ∑ i, ∑ j, ‖coupling n k R i j‖ ^ 2

/-- A finite weighted family of vectors has an isotropic second moment when the weighted
sum of `u_i u_j` is `δ_ij / 3`. -/
def IsotropicMoment {ι : Type*} [Fintype ι] (w : ι → ℝ) (u : ι → Fin 3 → ℝ) : Prop :=
  ∀ i j, ∑ a, w a * u a i * u a j = if i = j then 1 / 3 else 0

/-- `R⁶` times the squared modulus of one component of the coupling is `(N - x² T)² + (x N)²`, where
`x = k R` and `N`, `T` are the same components of the near-zone and transverse tensors. -/
theorem component_strength (n : Fin 3 → ℝ) (k : ℝ) {R : ℝ} (hR : 0 < R) (i j : Fin 3) :
    R ^ 6 * ‖coupling n k R i j‖ ^ 2 =
      (nearTensor n i j - (k * R) ^ 2 * transverseTensor n i j) ^ 2
        + (k * R * nearTensor n i j) ^ 2 := by
  have h6 : R ^ 6 ≠ 0 := pow_ne_zero _ hR.ne'
  -- separate the bracket into real and imaginary parts
  have hb : (nearTensor n i j : ℂ) * (1 - Complex.I * ((k * R : ℝ) : ℂ))
      - ((k * R : ℝ) : ℂ) ^ 2 * (transverseTensor n i j : ℂ)
      = ((nearTensor n i j - (k * R) ^ 2 * transverseTensor n i j : ℝ) : ℂ)
        + ((-(k * R * nearTensor n i j) : ℝ) : ℂ) * Complex.I := by
    push_cast
    ring
  unfold coupling
  rw [hb, norm_div, norm_mul, Complex.norm_exp_ofReal_mul_I, norm_pow, Complex.norm_real,
    Real.norm_eq_abs, abs_of_pos hR, one_mul, div_pow, Complex.sq_norm,
    Complex.normSq_add_mul_I, ← mul_div_assoc, show (R ^ 3) ^ 2 = R ^ 6 by ring,
    mul_div_cancel_left₀ _ h6]
  ring

/-- For a unit vector, the full contractions of the near-zone and transverse tensors with
themselves and with each other are 6, 2 and 2. -/
theorem tensor_contractions (n : Fin 3 → ℝ) (hn : ∑ i, n i ^ 2 = 1) :
    (∑ i, ∑ j, nearTensor n i j ^ 2 = 6) ∧
    (∑ i, ∑ j, nearTensor n i j * transverseTensor n i j = 2) ∧
    (∑ i, ∑ j, transverseTensor n i j ^ 2 = 2) := by
  rw [Fin.sum_univ_three] at hn
  simp only [nearTensor, transverseTensor, Fin.sum_univ_three, Fin.isValue, Fin.reduceEq,
    ↓reduceIte]
  refine ⟨?_, ?_, ?_⟩
  · linear_combination (9 * (n 0 ^ 2 + n 1 ^ 2 + n 2 ^ 2) + 3) * hn
  · linear_combination (3 * (n 0 ^ 2 + n 1 ^ 2 + n 2 ^ 2) - 1) * hn
  · linear_combination ((n 0 ^ 2 + n 1 ^ 2 + n 2 ^ 2) - 1) * hn

/-- The total strength of the retarded coupling, multiplied by `R⁶`, is
`2 (3 + x² + x⁴)` with `x = k R`. -/
theorem totalStrength_formula (n : Fin 3 → ℝ) (hn : ∑ i, n i ^ 2 = 1) (k : ℝ) {R : ℝ}
    (hR : 0 < R) :
    R ^ 6 * totalStrength n k R = 2 * (3 + (k * R) ^ 2 + (k * R) ^ 4) := by
  obtain ⟨h1, h2, h3⟩ := tensor_contractions n hn
  have e : ∀ i j, R ^ 6 * ‖coupling n k R i j‖ ^ 2 =
      (1 + (k * R) ^ 2) * nearTensor n i j ^ 2
        - (2 * (k * R) ^ 2) * (nearTensor n i j * transverseTensor n i j)
        + (k * R) ^ 4 * transverseTensor n i j ^ 2 := by
    intro i j
    rw [component_strength n k hR]
    ring
  unfold totalStrength
  simp only [Finset.mul_sum, e]
  -- pull the distance-dependent factors out of the sums and contract
  simp only [Finset.sum_add_distrib, Finset.sum_sub_distrib, ← Finset.mul_sum]
  rw [h1, h2, h3]
  ring

/-- Averaging the squared projection of a complex vector over an isotropic family of
directions gives one third of its squared length. -/
theorem average_projection {ι : Type*} [Fintype ι] {w : ι → ℝ} {u : ι → Fin 3 → ℝ}
    (h : IsotropicMoment w u) (z : Fin 3 → ℂ) :
    ∑ a, w a * ‖∑ i, (u a i : ℂ) * z i‖ ^ 2 = 1 / 3 * ∑ i, ‖z i‖ ^ 2 := by
  have h' : ∀ i j, ∑ a, w a * u a i * u a j = if i = j then 1 / 3 else 0 := h
  have e : ∀ a, w a * ‖∑ i, (u a i : ℂ) * z i‖ ^ 2 =
      ∑ i, ∑ j, ((z i).re * (z j).re + (z i).im * (z j).im) * (w a * u a i * u a j) := by
    intro a
    rw [Complex.sq_norm, Complex.normSq_apply]
    simp only [Fin.sum_univ_three, Complex.add_re, Complex.add_im, Complex.re_ofReal_mul,
      Complex.im_ofReal_mul]
    ring
  -- exchange the sums so that the second moment appears
  have s : ∑ a, w a * ‖∑ i, (u a i : ℂ) * z i‖ ^ 2 =
      ∑ i, ∑ j, ((z i).re * (z j).re + (z i).im * (z j).im)
        * ∑ a, w a * u a i * u a j := by
    rw [Finset.sum_congr rfl fun a _ => e a, Finset.sum_comm]
    refine Finset.sum_congr rfl fun i _ => ?_
    rw [Finset.sum_comm]
    refine Finset.sum_congr rfl fun j _ => ?_
    rw [Finset.mul_sum]
  rw [s]
  simp only [h', Complex.sq_norm, Complex.normSq_apply, Fin.sum_univ_three, Fin.isValue,
    Fin.reduceEq, ↓reduceIte]
  ring

/-- For independent isotropic families of donor and acceptor directions, the average of
`|u · V · v|²` is one ninth of the sum of `|V_ij|²`, for any complex tensor `V`. -/
theorem average_tensor {ι κ : Type*} [Fintype ι] [Fintype κ] {w : ι → ℝ}
    {u : ι → Fin 3 → ℝ} {w' : κ → ℝ} {v : κ → Fin 3 → ℝ} (hu : IsotropicMoment w u)
    (hv : IsotropicMoment w' v) (V : Fin 3 → Fin 3 → ℂ) :
    ∑ a, ∑ b, w a * w' b * ‖∑ i, ∑ j, (u a i : ℂ) * V i j * (v b j : ℂ)‖ ^ 2 =
      1 / 9 * ∑ i, ∑ j, ‖V i j‖ ^ 2 := by
  calc _ = ∑ b, w' b * ∑ a, w a * ‖∑ i, (u a i : ℂ) * ∑ j, (v b j : ℂ) * V i j‖ ^ 2 := by
        rw [Finset.sum_comm]
        refine Finset.sum_congr rfl fun b _ => ?_
        rw [Finset.mul_sum]
        refine Finset.sum_congr rfl fun a _ => ?_
        have e : ∑ i, ∑ j, (u a i : ℂ) * V i j * (v b j : ℂ) =
            ∑ i, (u a i : ℂ) * ∑ j, (v b j : ℂ) * V i j := by
          simp only [Fin.sum_univ_three]
          ring
        rw [e]
        ring
    _ = ∑ b, w' b * (1 / 3 * ∑ i, ‖∑ j, (v b j : ℂ) * V i j‖ ^ 2) :=
        Finset.sum_congr rfl fun b _ =>
          congrArg (fun t => w' b * t) (average_projection hu _)
    _ = ∑ i, 1 / 3 * ∑ b, w' b * ‖∑ j, (v b j : ℂ) * V i j‖ ^ 2 := by
        simp only [Finset.mul_sum]
        rw [Finset.sum_comm]
        refine Finset.sum_congr rfl fun i _ => Finset.sum_congr rfl fun b _ => ?_
        ring
    _ = ∑ i, 1 / 3 * (1 / 3 * ∑ j, ‖V i j‖ ^ 2) :=
        Finset.sum_congr rfl fun i _ =>
          congrArg (fun t => 1 / 3 * t) (average_projection hv _)
    _ = _ := by
        rw [← Finset.mul_sum, ← Finset.mul_sum]
        ring

/-- The orientation-averaged squared retarded coupling, multiplied by `R⁶`, is
`(2/9) (3 + x² + x⁴)` with `x = k R`. -/
theorem averaged_coupling {ι κ : Type*} [Fintype ι] [Fintype κ] {w : ι → ℝ}
    {u : ι → Fin 3 → ℝ} {w' : κ → ℝ} {v : κ → Fin 3 → ℝ} (hu : IsotropicMoment w u)
    (hv : IsotropicMoment w' v) (n : Fin 3 → ℝ) (hn : ∑ i, n i ^ 2 = 1) (k : ℝ) {R : ℝ}
    (hR : 0 < R) :
    R ^ 6 * ∑ a, ∑ b, w a * w' b *
        ‖∑ i, ∑ j, (u a i : ℂ) * coupling n k R i j * (v b j : ℂ)‖ ^ 2 =
      2 / 9 * (3 + (k * R) ^ 2 + (k * R) ^ 4) := by
  have h := totalStrength_formula n hn k hR
  unfold totalStrength at h
  rw [average_tensor hu hv]
  linear_combination 1 / 9 * h

/-- The three Cartesian axes with equal weights have an isotropic second moment. -/
theorem isotropicMoment_witness :
    IsotropicMoment (fun _ : Fin 3 => 1 / 3) (fun a i => if a = i then 1 else 0) := by
  intro i j
  fin_cases i <;> fin_cases j <;> simp

/-- At fixed wavenumber, `R⁶` times the total strength tends to 6 as the distance
tends to zero. -/
theorem near_zone_limit (n : Fin 3 → ℝ) (hn : ∑ i, n i ^ 2 = 1) (k : ℝ) :
    Tendsto (fun R => R ^ 6 * totalStrength n k R) (𝓝[>] 0) (𝓝 6) := by
  have c : Continuous fun R : ℝ => 2 * (3 + (k * R) ^ 2 + (k * R) ^ 4) := by fun_prop
  have h : Tendsto (fun R : ℝ => 2 * (3 + (k * R) ^ 2 + (k * R) ^ 4)) (𝓝[>] 0) (𝓝 6) := by
    have e : 2 * (3 + (k * 0) ^ 2 + (k * 0) ^ 4) = 6 := by norm_num
    rw [← e]
    exact (c.tendsto 0).mono_left nhdsWithin_le_nhds
  refine h.congr' ?_
  filter_upwards [self_mem_nhdsWithin] with R hR
  exact (totalStrength_formula n hn k hR).symm

/-- At fixed wavenumber, `R²` times the total strength tends to `2 k⁴` as the distance
grows without bound. -/
theorem radiation_zone_limit (n : Fin 3 → ℝ) (hn : ∑ i, n i ^ 2 = 1) (k : ℝ) :
    Tendsto (fun R => R ^ 2 * totalStrength n k R) atTop (𝓝 (2 * k ^ 4)) := by
  have c : Continuous fun y : ℝ => 2 * (3 * y ^ 4 + k ^ 2 * y ^ 2 + k ^ 4) := by fun_prop
  have h : Tendsto (fun R : ℝ => 2 * (3 * R⁻¹ ^ 4 + k ^ 2 * R⁻¹ ^ 2 + k ^ 4)) atTop
      (𝓝 (2 * k ^ 4)) := by
    have e : 2 * (3 * (0 : ℝ) ^ 4 + k ^ 2 * 0 ^ 2 + k ^ 4) = 2 * k ^ 4 := by ring
    rw [← e]
    exact (c.tendsto 0).comp tendsto_inv_atTop_zero
  refine h.congr' ?_
  filter_upwards [eventually_gt_atTop 0] with R hR
  have hS : totalStrength n k R = 2 * (3 + (k * R) ^ 2 + (k * R) ^ 4) / R ^ 6 := by
    rw [eq_div_iff (pow_ne_zero _ hR.ne'), mul_comm]
    exact totalStrength_formula n hn k hR
  have hR0 : R ≠ 0 := hR.ne'
  rw [hS]
  field_simp

end

end RetardedEnergyTransfer
```

```lean
#print axioms RetardedEnergyTransfer.component_strength
-- 'RetardedEnergyTransfer.component_strength' depends on axioms: [propext, Classical.choice, Quot.sound]
#print axioms RetardedEnergyTransfer.averaged_coupling
-- 'RetardedEnergyTransfer.averaged_coupling' depends on axioms: [propext, Classical.choice, Quot.sound]
#print axioms RetardedEnergyTransfer.near_zone_limit
-- 'RetardedEnergyTransfer.near_zone_limit' depends on axioms: [propext, Classical.choice, Quot.sound]
#print axioms RetardedEnergyTransfer.radiation_zone_limit
-- 'RetardedEnergyTransfer.radiation_zone_limit' depends on axioms: [propext, Classical.choice, Quot.sound]
```

## The tensor and the quantities it describes

Two molecules sit a distance $R$ apart along the direction $n$. One gives up an excitation of wavenumber $k$ and the other takes it up. In the point-dipole description, the amplitude for this transfer is the contraction of $V_{ij}$ with the two transition dipoles. The file takes the tensor as its starting definition; it does not derive it from the quantised field.

The definition `coupling n k R i j` is $V_{ij}$, with $i$ and $j$ running over the three Cartesian components, numbered 0, 1, 2 by `Fin 3`. It is built from two real tensors, `nearTensor` for $N_{ij}=\delta_{ij}-3n_in_j$ and `transverseTensor` for $T_{ij}=\delta_{ij}-n_in_j$. The electrostatic prefactor $1/(4\pi\varepsilon_0)$ is set to one, and no medium is present. The phase is $e^{+ikR}$; the opposite convention replaces $V$ by its complex conjugate and leaves every modulus unchanged.

`totalStrength n k R` is $\sum_{ij}|V_{ij}|^2$. The theorem `totalStrength_formula` says

$$R^6\sum_{ij}|V_{ij}|^2=2(3+x^2+x^4),$$

under the hypotheses `hn`, which makes $n$ a unit vector, and `hR`, which makes $R$ positive. At $R=0$ the tensor is undefined on paper. Lean sets division by zero to 0, so there the left side would be 0 and the right side 6, and a nonzero distance is needed even with $R^6$ on the left. The wavenumber may be any real number, including zero, where the electrostatic coupling is recovered.

## Three contractions and one cross term

The phase has modulus one. What remains in the bracket has real part $N_{ij}-x^2T_{ij}$ and imaginary part $-xN_{ij}$, so

$$R^6|V_{ij}|^2=(N_{ij}-x^2T_{ij})^2+x^2N_{ij}^2 .$$

This is `component_strength`. Its step `hb` separates the real and imaginary parts, `Complex.norm_exp_ofReal_mul_I` removes the phase, and the factor $(R^3)^2$ cancels against $R^6$.

Expanding the square gives

$$R^6|V_{ij}|^2=(1+x^2)N_{ij}^2-2x^2N_{ij}T_{ij}+x^4T_{ij}^2 .$$

To sum over $i$ and $j$, write $s=n_0^2+n_1^2+n_2^2$. Since $\sum_{ij}\delta_{ij}^2=3$, $\sum_{ij}\delta_{ij}n_in_j=s$ and $\sum_{ij}n_i^2n_j^2=s^2$, the contractions are

$$\begin{aligned}
\sum_{ij}N_{ij}^2&=3-6s+9s^2,\\
\sum_{ij}N_{ij}T_{ij}&=3-4s+3s^2,\\
\sum_{ij}T_{ij}^2&=3-2s+s^2 .
\end{aligned}$$

At $s=1$ they equal 6, 2 and 2. The theorem `tensor_contractions` proves these values by writing out all nine components. Each difference from the final value contains the factor $s-1$; for the first, $9s^2-6s-3=(9s+3)(s-1)$. The multipliers given to `linear_combination` are the cofactors of $s-1$.

Inserting the three numbers yields

$$6(1+x^2)-4x^2+2x^4=6+2x^2+2x^4=2(3+x^2+x^4).$$

The proof of `totalStrength_formula` follows the same route: `e` is the expanded square, the first `simp only` takes $R^6$ inside the sums and applies `e`, the second moves the factors depending on $x$ out of them, and `rw [h1, h2, h3]` inserts the contractions.

The middle coefficient has a simple reading. The part of $V$ that falls as $1/R^2$ contributes $6x^2$ on its own. Interference between the $1/R^3$ and $1/R$ parts contributes $-4x^2$, which leaves $2x^2$.

## Averaging over donor and acceptor directions

Let the donor directions be vectors $u_a$ with weights $w_a$, and the acceptor directions vectors $v_b$ with weights $w'_b$. The predicate `IsotropicMoment` requires

$$\sum_a w_a\,u_{a,i}\,u_{a,j}=\tfrac13\delta_{ij},$$

and the same condition is imposed on the acceptor family. It does not require positive weights or unit vectors. Setting $i=j$ and summing gives $\sum_a w_a|u_a|^2=1$, so if the vectors do have unit length, their weights add up to one. Independence of the two molecules enters through the product weight $w_aw'_b$, while the direction $n$ between them stays fixed.

For a complex vector $z$ and a real vector $u_a$,

$$\Big|\sum_i u_{a,i}z_i\Big|^2=\sum_{ij}\big(\operatorname{Re}z_i\operatorname{Re}z_j+\operatorname{Im}z_i\operatorname{Im}z_j\big)u_{a,i}u_{a,j}.$$

The weighted sum over $a$ replaces $u_{a,i}u_{a,j}$ by $\delta_{ij}/3$ and leaves $\tfrac13\sum_i|z_i|^2$. This is `average_projection`: `e` expands the square and `s` exchanges the order of summation so that the second moment appears.

The full average uses this result twice. For a fixed acceptor direction $v_b$, take $z_i=\sum_jV_{ij}v_{b,j}$ and average over the donor. Then, for each $i$, average over the acceptor with $z_j=V_{ij}$:

$$\sum_{a,b}w_aw'_b\Big|\sum_{ij}u_{a,i}V_{ij}v_{b,j}\Big|^2
=\frac13\sum_i\sum_b w'_b\Big|\sum_jV_{ij}v_{b,j}\Big|^2
=\frac19\sum_{ij}|V_{ij}|^2 .$$

The `calc` block of `average_tensor` carries out these two steps for an arbitrary complex $3\times3$ tensor. Combining it with the sum found above, `averaged_coupling` states that the averaged squared retarded coupling, multiplied by $R^6$, equals $\tfrac29(3+x^2+x^4)$. At $k=0$ this is $\tfrac23$, the isotropic value of the orientation factor $\kappa^2$ in Förster theory. A Förster rate also contains the transition-dipole strengths and the spectral overlap of donor and acceptor, neither of which enters here.

The theorem `isotropicMoment_witness` supplies a concrete family: the three Cartesian axes, each with weight $\tfrac13$. If both molecules use it, the average is literally the sum of the nine $|V_{ij}|^2$ divided by nine. The mean vector of this family is not zero, which does no harm, because the squared modulus is unchanged when a dipole is reversed.

## From $R^{-6}$ to $R^{-2}$ at fixed wavenumber

The two limit theorems concern the component sum at fixed $k$. As $R$ tends to zero from above, $x$ tends to zero and

$$R^6\sum_{ij}|V_{ij}|^2\to 6 .$$

In `near_zone_limit` this is continuity of the polynomial $2(3+x^2+x^4)$ in $R$, carried over to the coupling on $R>0$, where the two functions agree.

At large distance, dividing the formula by $R^4$ gives

$$R^2\sum_{ij}|V_{ij}|^2=2\left(\frac{3}{R^4}+\frac{k^2}{R^2}+k^4\right)\to 2k^4 .$$

The proof of `radiation_zone_limit` treats the right side as a polynomial in $y=1/R$ and lets $y$ tend to zero. For $k\neq0$ the sum therefore falls as $R^{-2}$, the inverse-square law of radiation. For $k=0$ the limit is zero, since a static coupling has no radiative part.

For simulations of energy transfer between two point dipoles in vacuum, the formula gives the size of the retardation correction: at a single wavenumber, the orientation-averaged squared coupling is the electrostatic one multiplied by $1+(x^2+x^4)/3$. When a spectrum of transition energies contributes, this factor varies with $k$ across the spectrum.

## Orientations as an integral over the sphere

The ensembles here are finite, so the uniform distribution over all directions is not itself an instance of `averaged_coupling`. A different model would replace the weighted sums by integrals over the unit sphere with its normalised uniform measure. The condition $\delta_{ij}/3$ would then be a fact to prove about that measure, by symmetry and the trace, and the exchanges of sums would become statements about integrals. The averaged value would be the same, because only the second moment enters.
